# For $j>0$, $j+\tfrac12$ exceeds $\sqrt{j(j+1)}$ by less than $1/(8\sqrt{j(j+1)})$

The quantum number $j$ is taken here to be a real number, although physical values are integers or half-integers. This puts all non-zero physical values under one inequality and lets $j\to\infty$ be an ordinary limit on the real line. The length of the angular momentum, in units of $\hbar$, is defined as

$$L(j)=\sqrt{j(j+1)}.$$

This is the square root of the eigenvalue of $\hat J^2/\hbar^2$. The eigenvalue is put in by definition and is not derived from the commutation relations.

## Bounds on the half-shift error

Write $\varepsilon(j)=j+\tfrac12-L(j)$ for the error made when $j+\tfrac12$ replaces the length. For every real $j>0$,

$$\frac{1}{8(j+\frac12)}<\varepsilon(j)<\frac{1}{8L(j)}.$$

As $j\to\infty$, $\varepsilon(j)\to0$, whereas $L(j)-j\to\tfrac12$. The bare quantum number therefore misses the length by an amount that does not die out.

At $j=\tfrac12$, the smallest non-zero physical value, $L=\sqrt3/2\approx0.8660$ and $\varepsilon\approx0.1340$, between the bounds $0.1250$ and $0.1443$.

## Assigning a classical length to a rotor

A quasi-classical trajectory code that starts a diatomic molecule in rotational state $j$ has to give the classical rotor an angular momentum vector of definite length. For a single rigid rotor, the bound says how far apart the choices $L(j)\hbar$ and $(j+\tfrac12)\hbar$ are, and that the gap shrinks roughly as $\hbar/(8j)$.

The energies behave differently. With rotational constant $B$ in energy units, the rotor energy is $B$ times the squared length. Since $(j+\tfrac12)^2=j(j+1)+\tfrac14$, the half-shifted length gives an energy too high by $B/4$ at every $j$. Using $j$ itself gives an energy too low by $Bj$, which grows. A comparison of rotational energies between two codes can thus show a constant offset even where their lengths agree closely.

## From a difference of squares to the limits

For $j\ge0$, $L^2=j(j+1)$, so

$$\left(j+\tfrac12\right)^2-L^2=\tfrac14.$$

The left side factors as $\varepsilon\,(j+\tfrac12+L)$. The second factor is positive, and division gives

$$\varepsilon=\frac{1}{4(j+\frac12+L)}>0.$$

Hence $L<j+\tfrac12$. For $j>0$ we also have $L>0$, and

$$8L<4\left(j+\tfrac12+L\right)<8\left(j+\tfrac12\right).$$

Taking reciprocals reverses the order and yields both bounds.

For the limit, $4(j+\tfrac12+L)\ge j$ gives $0<\varepsilon\le1/j$, so $\varepsilon\to0$. For any constant shift $c$,

$$L-(j+c)=\left(\tfrac12-c\right)-\varepsilon\;\longrightarrow\;\tfrac12-c.$$

The case $c=0$ is the limit of $L-j$. Since a limit is unique, the difference tends to zero exactly when $c=\tfrac12$.

Finally, inserting $j+\tfrac12=L+\varepsilon$ into the difference of squares gives $2L\varepsilon+\varepsilon^2=\tfrac14$, or

$$L\varepsilon=\tfrac18-\tfrac12\varepsilon^2\;\longrightarrow\;\tfrac18.$$

The constant $\tfrac18$ in the upper bound therefore cannot be lowered.

The same factoring treats the hyperspherical length $\sqrt{\ell(\ell+d-2)}$ in $d\ge3$ dimensions, with $\ell$ the grand angular momentum quantum number. The shift becomes $(d-2)/2$, and the error is $(d-2)^2/4$ divided by the sum of the shifted value and the length. This generalisation is not in the Lean file, which treats $d=3$.

## The Lean file

In the code, `angularLength j` is $L(j)$ and `halfShiftError j` is $\varepsilon(j)$. The expression `Tendsto f atTop (𝓝 a)` says that $f(j)\to a$ as the real variable $j$ grows without bound.

```lean
import Mathlib

open Filter Topology

namespace SemiclassicalAngularMomentum

noncomputable section

/-- The length `√(j(j+1))` of an angular momentum with quantum number `j`, in units of `ħ`. -/
def angularLength (j : ℝ) : ℝ := √(j * (j + 1))

/-- The error made when the length of the angular momentum is replaced by `j + 1/2`. -/
def halfShiftError (j : ℝ) : ℝ := j + 1 / 2 - angularLength j

/-- For `j ≥ 0` the squared length of the angular momentum is `j(j+1)`. -/
theorem angularLength_sq {j : ℝ} (hj : 0 ≤ j) : angularLength j ^ 2 = j * (j + 1) :=
  Real.sq_sqrt (by positivity)

/-- For `j ≥ 0` the error of `j + 1/2` is one quarter divided by the sum of `j + 1/2` and the exact
length. -/
theorem halfShiftError_eq {j : ℝ} (hj : 0 ≤ j) :
    halfShiftError j = 1 / (4 * (j + 1 / 2 + angularLength j)) := by
  have hL : 0 ≤ angularLength j := Real.sqrt_nonneg _
  have hpos : 0 < 4 * (j + 1 / 2 + angularLength j) := by linarith
  rw [eq_div_iff hpos.ne']
  unfold halfShiftError
  -- difference of squares: `(j + 1/2)² - j(j+1) = 1/4`
  linear_combination (-4) * angularLength_sq hj

/-- For `j > 0` the error of `j + 1/2` lies strictly between `1/(8(j + 1/2))` and
`1/(8√(j(j+1)))`. -/
theorem halfShiftError_bounds {j : ℝ} (hj : 0 < j) :
    1 / (8 * (j + 1 / 2)) < halfShiftError j ∧
      halfShiftError j < 1 / (8 * angularLength j) := by
  have hL : 0 < angularLength j := Real.sqrt_pos.mpr (by positivity)
  have hpos : 0 < 4 * (j + 1 / 2 + angularLength j) := by linarith
  -- the exact length is shorter than `j + 1/2`
  have hlt : angularLength j < j + 1 / 2 := by
    have h : 0 < halfShiftError j := by
      rw [halfShiftError_eq hj.le]
      exact div_pos one_pos hpos
    unfold halfShiftError at h
    linarith
  rw [halfShiftError_eq hj.le]
  constructor
  · exact one_div_lt_one_div_of_lt hpos (by linarith)
  · exact one_div_lt_one_div_of_lt (by linarith) (by linarith)

/-- The error of `j + 1/2` vanishes as `j` tends to infinity. -/
theorem tendsto_halfShiftError : Tendsto halfShiftError atTop (𝓝 0) := by
  refine squeeze_zero' ?_ ?_ (tendsto_inv_atTop_zero (𝕜 := ℝ))
  · filter_upwards [eventually_gt_atTop (0 : ℝ)] with j hj
    have h : 0 < 1 / (8 * (j + 1 / 2)) := by positivity
    exact (h.trans (halfShiftError_bounds hj).1).le
  · filter_upwards [eventually_gt_atTop (0 : ℝ)] with j hj
    have hL : 0 ≤ angularLength j := Real.sqrt_nonneg _
    rw [halfShiftError_eq hj.le, ← one_div]
    exact one_div_le_one_div_of_le hj (by linarith)

/-- For any constant shift `c`, the difference between the exact length and `j + c` tends to
`1/2 - c` as `j` tends to infinity. -/
theorem tendsto_length_sub_shift (c : ℝ) :
    Tendsto (fun j : ℝ => angularLength j - (j + c)) atTop (𝓝 (1 / 2 - c)) := by
  have h : Tendsto (fun j : ℝ => (1 / 2 - c) - halfShiftError j) atTop
      (𝓝 ((1 / 2 - c) - 0)) := tendsto_const_nhds.sub tendsto_halfShiftError
  rw [sub_zero] at h
  refine h.congr (fun j => ?_)
  unfold halfShiftError
  ring

/-- **Semiclassical length of an angular momentum.** For every `j > 0` the value `j + 1/2`
exceeds the length `√(j(j+1))` by less than `1/(8√(j(j+1)))`; as `j` tends to infinity this
excess vanishes, whereas the length exceeds `j` by an amount that tends to `1/2`. -/
theorem semiclassical_length :
    (∀ j : ℝ, 0 < j → 0 < (j + 1 / 2) - angularLength j ∧
      (j + 1 / 2) - angularLength j < 1 / (8 * angularLength j)) ∧
    Tendsto (fun j : ℝ => (j + 1 / 2) - angularLength j) atTop (𝓝 0) ∧
    Tendsto (fun j : ℝ => angularLength j - j) atTop (𝓝 (1 / 2)) := by
  refine ⟨fun j hj => ?_, tendsto_halfShiftError, ?_⟩
  · have h : 0 < 1 / (8 * (j + 1 / 2)) := by positivity
    exact ⟨h.trans (halfShiftError_bounds hj).1, (halfShiftError_bounds hj).2⟩
  · have h := tendsto_length_sub_shift 0
    simp only [add_zero, sub_zero] at h
    exact h

/-- Among all constant shifts `c`, only `c = 1/2` makes `j + c` approach the exact length as
`j` tends to infinity. -/
theorem shift_exact_iff (c : ℝ) :
    Tendsto (fun j : ℝ => angularLength j - (j + c)) atTop (𝓝 0) ↔ c = 1 / 2 := by
  constructor
  · intro h
    have h0 := tendsto_nhds_unique h (tendsto_length_sub_shift c)
    linarith
  · intro hc
    have h := tendsto_length_sub_shift c
    have h0 : 1 / 2 - c = 0 := by linarith
    rwa [h0] at h

/-- The product of the exact length and the error of `j + 1/2` tends to `1/8` as `j` tends to
infinity. -/
theorem tendsto_length_mul_error :
    Tendsto (fun j : ℝ => angularLength j * halfShiftError j) atTop (𝓝 (1 / 8)) := by
  have h : Tendsto (fun j : ℝ => 1 / 8 - halfShiftError j ^ 2 / 2) atTop
      (𝓝 (1 / 8 - 0 ^ 2 / 2)) :=
    tendsto_const_nhds.sub ((tendsto_halfShiftError.pow 2).div_const 2)
  have h0 : (1 / 8 - 0 ^ 2 / 2 : ℝ) = 1 / 8 := by norm_num
  rw [h0] at h
  refine h.congr' ?_
  filter_upwards [eventually_ge_atTop (0 : ℝ)] with j hj
  -- the product differs from `1/8` by half the squared error
  unfold halfShiftError
  linear_combination (1 / 2) * angularLength_sq hj

end

end SemiclassicalAngularMomentum
```

```lean
#print axioms SemiclassicalAngularMomentum.semiclassical_length
#print axioms SemiclassicalAngularMomentum.shift_exact_iff
#print axioms SemiclassicalAngularMomentum.tendsto_length_mul_error
```

```
'SemiclassicalAngularMomentum.semiclassical_length' depends on axioms: [propext, Classical.choice, Quot.sound]
'SemiclassicalAngularMomentum.shift_exact_iff' depends on axioms: [propext, Classical.choice, Quot.sound]
'SemiclassicalAngularMomentum.tendsto_length_mul_error' depends on axioms: [propext, Classical.choice, Quot.sound]
```

## How the theorems match the algebra

`semiclassical_length` collects the main result: positivity and the upper bound for every real $j>0$, the vanishing of $\varepsilon$, and the limit $\tfrac12$ of $L-j$. The lower bound is in `halfShiftError_bounds`, the choice of $c=\tfrac12$ in `shift_exact_iff`, and the limit of $L\varepsilon$ in `tendsto_length_mul_error`.

The closed form of the error is `halfShiftError_eq`. Its proof multiplies through by the denominator with `eq_div_iff`; `linear_combination` then closes the goal using `angularLength_sq`, the identity $L^2=j(j+1)$ from which the difference of squares above follows. In `halfShiftError_bounds`, the auxiliary fact `hlt` is $L<j+\tfrac12$, and two uses of `one_div_lt_one_div_of_lt` take the reciprocals.

The limit `tendsto_halfShiftError` is a squeeze between $0$ and $1/j$, with `filter_upwards` restricting attention to $j>0$. `tendsto_length_sub_shift` subtracts this limit from the constant $\tfrac12-c$, and `tendsto_nhds_unique` supplies the uniqueness step in `shift_exact_iff`. The last theorem rewrites $L\varepsilon$ as $\tfrac18-\tfrac12\varepsilon^2$ for $j\ge0$ and passes to the limit.

## Range of validity

The inequalities hold at each positive integer and half-integer, since these are real numbers, and the limits carry over to sequences of such values that tend to infinity. The case $j=0$ is excluded from the bounds: there $L=0$ and the error is exactly $\tfrac12$, so $j+\tfrac12$ is a poor stand-in for the length of a non-rotating state.

The theorems compare real numbers in exact arithmetic. They say nothing about rounding: at very large $j$, computing $\varepsilon$ by direct subtraction loses digits, while the closed form $1/(4(j+\tfrac12+L))$ involves no subtraction. Nor do they show that a classical trajectory started with either length reproduces quantum dynamics. They concern only how closely a shifted quantum number $j+c$ matches the length $L(j)$.
